# The difference between a pole term with real weight and real position and its complex conjugate

The lemma concerns a single pole term w/(z − p), the form in which one energy level enters a resolvent or Green's function, with real weight w, real position p and complex z. It states that this term minus its complex conjugate equals −2i Im z · w/|z − p|². No sign is assumed for w, and z = p is allowed because Lean sets division by zero to zero, so both sides vanish there. The proof writes the inverse of z − p as its conjugate over its squared modulus, simplifies the conjugations and the casts from real to complex numbers, and finishes with a multiple of the identity z − z̄ = 2i Im z.

Lean 4 with Mathlib refuses this proof:

```lean
import Mathlib

open Matrix
open scoped ComplexOrder

namespace PoleSubConj

noncomputable section

/-- A single pole `w / (z - p)` with real `w` and `p` minus its complex conjugate is
`-2i Im z` times `w / |z - p|²`. -/
theorem pole_sub_conj (w p : ℝ) (z : ℂ) :
    (w : ℂ) / (z - (p : ℂ)) - star ((w : ℂ) / (z - (p : ℂ))) =
      -(2 * (z.im : ℂ) * Complex.I) * ((w / Complex.normSq (z - (p : ℂ)) : ℝ) : ℂ) := by
  have hu : z - (starRingEnd ℂ) z = 2 * (z.im : ℂ) * Complex.I := by
    rw [Complex.sub_conj, Complex.ofReal_mul, Complex.ofReal_ofNat]
  rw [Complex.star_def, div_eq_mul_inv (w : ℂ), Complex.inv_def]
  simp only [map_mul, map_sub, starRingEnd_self_apply, Complex.conj_ofReal,
    Complex.ofReal_div, Complex.ofReal_inv, div_eq_mul_inv]
  linear_combination
    (-(w : ℂ) * ((Complex.normSq (z - (p : ℂ)) : ℝ) : ℂ)⁻¹) * hu

end

end PoleSubConj
```

Lean reports:

```
Main.lean:20:2: error: ring failed, ring expressions not equal
w p : ℝ
z : ℂ
hu : z - (starRingEnd ℂ) z = 2 * ↑z.im * Complex.I
⊢ -(↑w * ↑p * (↑(Complex.normSq (z - ↑p)))⁻¹) + ↑w * ↑p * (starRingEnd ℂ) (↑(Complex.normSq (z - ↑p)))⁻¹ +
            ↑w * (↑(Complex.normSq (z - ↑p)))⁻¹ * z -
          ↑w * (↑(Complex.normSq (z - ↑p)))⁻¹ * ↑z.im * Complex.I * 2 -
        ↑w * z * (starRingEnd ℂ) (↑(Complex.normSq (z - ↑p)))⁻¹ +
      ↑z.im * Complex.I * ↑(w * (Complex.normSq (z - ↑p))⁻¹) * 2 =
    0
Main.lean:19:4: warning: This simp argument is unused:
  Complex.ofReal_div

Hint: Omit it from the simp argument list.
  [apply] simp only [map_mul, map_sub, starRingEnd_self_apply, Complex.conj_ofReal, Complex.ofReal_inv, div_eq_mul_inv]

Note: This linter can be disabled with `set_option linter.unusedSimpArgs false`
```

Diagnosis. The error says that `ring`, which checks the final `linear_combination`, could not close the goal. The goal it prints shows the same real factor, the inverse of |z − p|², in three forms that `ring` cannot identify: plain, under a conjugation, and inside a cast of a product.

The conjugation stayed because `Complex.ofReal_inv` had turned the cast of an inverse into the inverse of a cast, which `Complex.conj_ofReal` does not match. Adding `map_inv₀` moves the conjugation inside the inverse, where `Complex.conj_ofReal` removes it.

The cast stayed whole because `div_eq_mul_inv` had already turned the real quotient inside it into a product. That left `Complex.ofReal_div` nothing to act on, hence the warning that it is unused. Its replacement, `Complex.ofReal_mul`, splits the cast of the product, and `Complex.ofReal_inv` then handles the inverse. With the factor in one form throughout, the unchanged `linear_combination` succeeds.

Fix (accepted with no message):

```diff
@@ -17,5 +17,5 @@
   rw [Complex.star_def, div_eq_mul_inv (w : ℂ), Complex.inv_def]
   simp only [map_mul, map_sub, starRingEnd_self_apply, Complex.conj_ofReal,
-    Complex.ofReal_div, Complex.ofReal_inv, div_eq_mul_inv]
+    Complex.ofReal_mul, Complex.ofReal_inv, map_inv₀, div_eq_mul_inv]
   linear_combination
     (-(w : ℂ) * ((Complex.normSq (z - (p : ℂ)) : ℝ) : ℂ)⁻¹) * hu
```
